# The strictly-correlated-electrons energy of the repulsive Hubbard dimer: too low, by an error that vanishes with the hopping

Put two electrons in a spin singlet on two equivalent sites, with hopping t = 1 and on-site repulsion U = 3. In the basis (ionic, covalent) the Hamiltonian is

T + V = [[3, −2], [−2, 0]].

Its lowest eigenvalue is −1, with eigenvector (1, 2)/√5. The hopping T alone reaches −2, in (1, 1)/√2, and the repulsion V alone reaches 0, in (0, 1). No state does both, so the sum of the separate minima is too low by 1.

```lean
import Mathlib

open Matrix Filter Topology

namespace HubbardDimerSCE

noncomputable section
```

For general t and U, the ionic state is the even combination of the two doubly occupied configurations. The odd one does not couple and is left out.

```lean
/-- Hopping matrix of the dimer singlet block in the basis (ionic, covalent). -/
def hopping (t : ℝ) : Matrix (Fin 2) (Fin 2) ℝ := !![0, -2 * t; -2 * t, 0]

/-- On-site repulsion in the same basis: only the ionic state costs the energy `U`. -/
def repulsion (U : ℝ) : Matrix (Fin 2) (Fin 2) ℝ := !![U, 0; 0, 0]
```

A level is a real e with Av = ev for some nonzero v, and the ground energy is the infimum of the levels.

```lean
/-- The set of energy levels (real eigenvalues) of a two-state Hamiltonian. -/
def energies (A : Matrix (Fin 2) (Fin 2) ℝ) : Set ℝ :=
  {e | ∃ v : Fin 2 → ℝ, v ≠ 0 ∧ A *ᵥ v = e • v}

/-- The ground energy, for a real symmetric two-state Hamiltonian: the infimum of its levels. -/
def groundEnergy (A : Matrix (Fin 2) (Fin 2) ℝ) : ℝ := sInf (energies A)
```

Every state in this block has one electron per site on average. The separate minima are therefore the non-interacting kinetic energy and the strictly-correlated-electrons (SCE) repulsion at that density. Only their sum is defined here, not the SCE functional of a general density.

```lean
/-- Exact ground energy minus the strictly-correlated-electrons (SCE) energy, in which hopping and
repulsion are minimised separately. -/
def sceError (t U : ℝ) : ℝ :=
  groundEnergy (hopping t + repulsion U)
    - (groundEnergy (hopping t) + groundEnergy (repulsion U))
```

The restricted mean-field state has both electrons in the bonding orbital, with normalised amplitudes (1, 1)/√2. The code uses (1, 1) and divides by 2.

```lean
/-- Restricted mean-field energy: the expectation value of the Hamiltonian with both electrons
in the bonding orbital, whose ionic and covalent amplitudes are equal. -/
def meanFieldEnergy (t U : ℝ) : ℝ :=
  (![1, 1] ⬝ᵥ ((hopping t + repulsion U) *ᵥ ![1, 1])) / 2

/-- Error of the restricted mean-field energy. -/
def meanFieldError (t U : ℝ) : ℝ :=
  meanFieldEnergy t U - groundEnergy (hopping t + repulsion U)
```

**(a)** Write the eigenvalue equation of [[a, b], [b, 0]] in components:

a v₀ + b v₁ = e v₀ and b v₀ = e v₁.

Multiply out the two rows; `simp` does the same.

```lean
/-- The eigenvalue equation of a two-state Hamiltonian, written in components. -/
theorem eigen_iff (a b e : ℝ) (v : Fin 2 → ℝ) :
    !![a, b; b, 0] *ᵥ v = e • v ↔
      a * v 0 + b * v 1 = e * v 0 ∧ b * v 0 = e * v 1 := by
  simp [funext_iff, Fin.forall_fin_two, dotProduct, Fin.sum_univ_two]
```

**(b)** Show that the lowest level of this matrix is

l = (a − √(a² + 4b²))/2.

Squaring gives l² = a l + b². If l ≠ 0, the vector (l, b) satisfies both equations of (a). If l = 0, then b = 0 and (0, 1) does. So l is a level.

Conversely, let e be a level with vector v. Eliminating one component at a time from (a) gives

(e² − a e − b²) v₀ = 0 and (e² − a e − b²) v₁ = 0.

Since v ≠ 0, the bracket vanishes, so (2e − a)² = a² + 4b². Hence 2e − a ≥ −√(a² + 4b²), that is, e ≥ l. In Lean, `linear_combination` does the eliminations and `Real.abs_le_sqrt` gives the last bound.

```lean
/-- The lowest level of two states with energies `a` and `0` and coupling `b`. -/
theorem lowest_level (a b : ℝ) :
    IsLeast (energies !![a, b; b, 0]) ((a - √(a ^ 2 + 4 * b ^ 2)) / 2) := by
  have hr : √(a ^ 2 + 4 * b ^ 2) ^ 2 = a ^ 2 + 4 * b ^ 2 := Real.sq_sqrt (by positivity)
  constructor
  · obtain ⟨l, hl⟩ : ∃ l, l = (a - √(a ^ 2 + 4 * b ^ 2)) / 2 := ⟨_, rfl⟩
    rw [← hl]
    have hq : l ^ 2 = a * l + b ^ 2 := by
      rw [hl]
      linear_combination hr / 4
    by_cases h0 : l = 0
    · -- a vanishing lowest level forces the coupling to vanish
      have hb2 : b ^ 2 = 0 := by
        rw [h0] at hq
        linarith
      have hb : b = 0 := (pow_eq_zero_iff two_ne_zero).mp hb2
      refine ⟨![0, 1], fun h => by simpa using congrFun h 1, (eigen_iff a b l _).2 ?_⟩
      simp [h0, hb]
    · refine ⟨![l, b], fun h => h0 (by simpa using congrFun h 0),
        (eigen_iff a b l _).2 ⟨?_, ?_⟩⟩
      · show a * l + b * b = l * l
        linear_combination -hq
      · show b * l = l * b
        ring
  · rintro e ⟨v, hv, he⟩
    obtain ⟨h1, h2⟩ := (eigen_iff a b e v).1 he
    -- every level solves the characteristic equation
    have hq : e ^ 2 - a * e - b ^ 2 = 0 := by
      by_contra hne
      apply hv
      have k0 : (e ^ 2 - a * e - b ^ 2) * v 0 = 0 := by
        linear_combination (-e) * h1 - b * h2
      have k1 : (e ^ 2 - a * e - b ^ 2) * v 1 = 0 := by
        linear_combination (a - e) * h2 - b * h1
      ext i
      fin_cases i
      · exact (mul_eq_zero.1 k0).resolve_left hne
      · exact (mul_eq_zero.1 k1).resolve_left hne
    have habs := Real.abs_le_sqrt
      (show (2 * e - a) ^ 2 ≤ a ^ 2 + 4 * b ^ 2 by nlinarith)
    have hlow := neg_le_of_abs_le habs
    linarith
```

**(c)** For t, U ≥ 0, find the separate minima:

min T = −2t and min V = 0.

Put a = 0, b = −2t in (b): −√(16t²)/2 = −2t. Put a = U, b = 0: (U − √(U²))/2 = 0. `csInf_eq` turns the least level into the infimum.

```lean
/-- Minimised separately, the hopping gives `-2t` and the repulsion gives `0`. -/
theorem separate_minima {t U : ℝ} (ht : 0 ≤ t) (hU : 0 ≤ U) :
    groundEnergy (hopping t) = -2 * t ∧ groundEnergy (repulsion U) = 0 := by
  constructor
  · have hs : √((0 : ℝ) ^ 2 + 4 * (-2 * t) ^ 2) = 4 * t := by
      rw [show (0 : ℝ) ^ 2 + 4 * (-2 * t) ^ 2 = (4 * t) ^ 2 by ring]
      exact Real.sqrt_sq (by positivity)
    have h := (lowest_level 0 (-2 * t)).csInf_eq
    rw [hs] at h
    unfold groundEnergy hopping
    rw [h]
    ring
  · have hs : √(U ^ 2 + 4 * (0 : ℝ) ^ 2) = U := by
      rw [show U ^ 2 + 4 * (0 : ℝ) ^ 2 = U ^ 2 by ring]
      exact Real.sqrt_sq hU
    have h := (lowest_level U 0).csInf_eq
    rw [hs] at h
    unfold groundEnergy repulsion
    rw [h]
    ring
```

**(d)** For t, U ≥ 0 and R = √(U² + 16t²), derive

SCE error = 2t + (U − R)/2.

With a = U and b = −2t, (b) gives the exact energy E = (U − R)/2. Subtract −2t + 0.

For this dimer, where every state of the block has the same density, a program can diagonalise T, V and T + V and combine their lowest eigenvalues. If it uses the closed form at small t/U, E = −8t²/(U + R) avoids the cancellation in U − R.

```lean
/-- Closed form of the SCE error of the dimer. -/
theorem sceError_eq {t U : ℝ} (ht : 0 ≤ t) (hU : 0 ≤ U) :
    sceError t U = 2 * t + (U - √(U ^ 2 + 16 * t ^ 2)) / 2 := by
  have hm : hopping t + repulsion U = !![U, -2 * t; -2 * t, 0] := by
    ext i j
    fin_cases i <;> fin_cases j <;> simp [hopping, repulsion]
  have hE : groundEnergy (hopping t + repulsion U) = (U - √(U ^ 2 + 16 * t ^ 2)) / 2 := by
    rw [groundEnergy, hm, (lowest_level U (-2 * t)).csInf_eq,
      show U ^ 2 + 4 * (-2 * t) ^ 2 = U ^ 2 + 16 * t ^ 2 by ring]
  rw [sceError, hE, (separate_minima ht hU).1, (separate_minima ht hU).2]
  ring
```

**(e)** For t, U > 0, prove

0 < SCE error < min(2t, U/2).

Since (U + 4t)² = R² + 8tU, we have R < U + 4t, and the error is positive. R > U puts it below 2t, and R > 4t puts it below U/2.

```lean
/-- The SCE energy lies strictly below the exact energy, by less than `2t` and less than
`U/2`. -/
theorem sceError_bounds {t U : ℝ} (ht : 0 < t) (hU : 0 < U) :
    0 < sceError t U ∧ sceError t U < min (2 * t) (U / 2) := by
  rw [sceError_eq ht.le hU.le]
  have h1 : √(U ^ 2 + 16 * t ^ 2) < U + 4 * t :=
    (Real.sqrt_lt' (by positivity)).2 (by nlinarith [mul_pos ht hU])
  have h2 : U < √(U ^ 2 + 16 * t ^ 2) := Real.lt_sqrt_of_sq_lt (by nlinarith [pow_pos ht 2])
  have h3 : 4 * t < √(U ^ 2 + 16 * t ^ 2) :=
    Real.lt_sqrt_of_sq_lt (by nlinarith [pow_pos hU 2])
  exact ⟨by linarith, lt_min (by linarith) (by linarith)⟩
```

**(f)** Fix U > 0 and let t → 0 from above (`𝓝[>] 0`). Show

SCE error → 0 and (SCE error)/t → 2.

The first limit follows by squeezing between 0 and 2t. For the second, (U + 8t²/U)² ≥ R², so R ≤ U + 8t²/U and

2 − 4t/U ≤ (SCE error)/t ≤ 2.

In this two-site model, non-interacting kinetic energy plus SCE repulsion thus gives the right energy in the limit t → 0 at fixed U, but is wrong at first order in the hopping. If instead U → ∞ at fixed t, then R − U → 0 and, by (d), the SCE error tends to 2t, not to zero.

```lean
/-- As the hopping tends to zero at fixed repulsion, the SCE error vanishes, while its ratio
to `t` tends to `2`. -/
theorem sceError_strong_coupling {U : ℝ} (hU : 0 < U) :
    Tendsto (fun t => sceError t U) (𝓝[>] 0) (𝓝 0) ∧
      Tendsto (fun t => sceError t U / t) (𝓝[>] 0) (𝓝 2) := by
  constructor
  · have hc : Continuous (fun t : ℝ => 2 * t) := by fun_prop
    refine tendsto_of_tendsto_of_tendsto_of_le_of_le' tendsto_const_nhds
      (tendsto_nhdsWithin_of_tendsto_nhds (hc.tendsto' 0 0 (by simp))) ?_ ?_
    · filter_upwards [self_mem_nhdsWithin] with t ht
      exact (sceError_bounds ht hU).1.le
    · filter_upwards [self_mem_nhdsWithin] with t ht
      exact ((sceError_bounds ht hU).2.trans_le (min_le_left _ _)).le
  · -- squeeze the ratio between 2 - 4t/U and 2
    have hc : Continuous (fun t : ℝ => 2 - 4 * (t / U)) := by fun_prop
    refine tendsto_of_tendsto_of_tendsto_of_le_of_le'
      (tendsto_nhdsWithin_of_tendsto_nhds (hc.tendsto' 0 2 (by simp)))
      tendsto_const_nhds ?_ ?_
    · filter_upwards [self_mem_nhdsWithin] with t ht
      replace ht : 0 < t := ht
      obtain ⟨x, hx⟩ : ∃ x, x = t / U := ⟨_, rfl⟩
      have hxU : x * U = t := by
        rw [hx]
        field_simp
      have hx0 : 0 < x := by
        rw [hx]
        positivity
      rw [← hx, le_div_iff₀ ht, sceError_eq ht.le hU.le]
      have htx : t * (x * U) = t * t := by rw [hxU]
      have hr : √(U ^ 2 + 16 * t ^ 2) ≤ U + 8 * t * x :=
        Real.sqrt_le_iff.2 ⟨by positivity, by nlinarith [sq_nonneg (t * x)]⟩
      nlinarith [hr]
    · filter_upwards [self_mem_nhdsWithin] with t ht
      replace ht : 0 < t := ht
      rw [div_le_iff₀ ht]
      exact ((sceError_bounds ht hU).2.trans_le (min_le_left _ _)).le
```

**(g)** For t, U ≥ 0, show

SCE error + mean-field error = U/2.

The mean-field energy is (U − 4t)/2 = U/2 − 2t. The sum is (E + 2t) + (U/2 − 2t − E), and E cancels. With (f), the mean-field error tends to U/2 as t → 0⁺, a corollary that the code leaves to the reader.

```lean
/-- The SCE error and the restricted mean-field error add up to exactly `U/2`. -/
theorem errors_add {t U : ℝ} (ht : 0 ≤ t) (hU : 0 ≤ U) :
    sceError t U + meanFieldError t U = U / 2 := by
  have hmf : meanFieldEnergy t U = U / 2 - 2 * t := by
    simp [meanFieldEnergy, hopping, repulsion, Matrix.mulVec, dotProduct, Fin.sum_univ_two]
    ring
  rw [sceError, meanFieldError, hmf, (separate_minima ht hU).1, (separate_minima ht hU).2]
  ring
```

**(h)** For t, U > 0, decide when SCE is a better approximation than the restricted mean field:

SCE error < mean-field error ⇔ U > 16t/3.

By (g) the left side means SCE error < U/4, which by (d) is 4t + U/2 < R. Both sides are positive, so square them: 4tU < 3U²/4, that is, 16t < 3U. The opening case falls on the other side, with errors 1 and 1/2. An unrestricted mean field, with different orbitals for the two spins, is not compared here.

```lean
/-- The SCE error is smaller than the restricted mean-field error exactly when
`U` exceeds `16t/3`. -/
theorem sce_beats_meanField_iff {t U : ℝ} (ht : 0 < t) (hU : 0 < U) :
    sceError t U < meanFieldError t U ↔ 16 * t / 3 < U := by
  have hs := errors_add ht.le hU.le
  have he := sceError_eq ht.le hU.le
  have key : 4 * t + U / 2 < √(U ^ 2 + 16 * t ^ 2) ↔ 16 * t / 3 < U := by
    rw [Real.lt_sqrt (by positivity)]
    constructor <;> intro h <;> nlinarith
  rw [← key]
  constructor <;> intro h <;> linarith

end

end HubbardDimerSCE
```
```lean
#print axioms HubbardDimerSCE.sceError_strong_coupling
-- 'HubbardDimerSCE.sceError_strong_coupling' depends on axioms: [propext, Classical.choice, Quot.sound]
#print axioms HubbardDimerSCE.sce_beats_meanField_iff
-- 'HubbardDimerSCE.sce_beats_meanField_iff' depends on axioms: [propext, Classical.choice, Quot.sound]
```
